# At full column rank, the slope of a least-squares minimum needs no derivative of the fitted coefficients

## Where does the change in the fitted strength go?

Two detector channels respond to a source in the ratio 1 : t. I read 0 in the first channel and 1 in the second. For each t I fit the source strength c by minimising

c² + (1 − tc)².

The best strength is c = t/(1 + t²), and the minimum that remains is 1/(1 + t²). I want the slope of that minimum in t. The recipe I was given holds c fixed and differentiates only the explicit t:

−2c(1 − tc).

At t = 2 this gives −4/25, which agrees with differentiating 1/(1 + t²) directly. But c itself is changing there, at the rate −3/25. Why does that not show up, and can I rely on the recipe with many channels and several strengths fitted together?

## The residual is orthogonal to anything the coefficients can do

At t = 2 the fitted strength is c = 2/5 and the residual is r = (−2/5, 1/5). A change in c moves the fit along the column (1, 2), and

r · (1, 2) = −2/5 + 2/5 = 0.

So the rate −3/25 is multiplied by zero. The column itself changes at the rate (0, 1), which gives the slope −2 r · (0, 2/5) = −4/25.

The recipe carries over to many channels and several strengths, provided that the columns are linearly independent at the point in question. Let A(t) be a real m × n matrix, b a fixed vector of m data and c a vector of n coefficients. Write φ(t) for the minimum over c of |b − A(t)c|², and A' for the derivative of A at t0. From here on, c is the minimiser at t0 and r = b − A(t0)c. The claim is

φ'(t0) = −2 r · (A'c).

**The minimiser.** Let G = AᵀA. If Gv = 0, then |Av|² = v · Gv = 0, so Av = 0, and independence of the columns gives v = 0. Hence G is invertible. Put c = G⁻¹Aᵀb. Then

Aᵀr = Aᵀb − GG⁻¹Aᵀb = 0.

For any other coefficients d, the residual is b − Ad = r − A(d − c), so

|b − Ad|² = |r|² − 2 r · A(d − c) + |A(d − c)|².

The middle term is −2 (Aᵀr) · (d − c) = 0. So c minimises, and a second minimiser d would need A(d − c) = 0, hence d = c.

**Its dependence on t.** The determinant of G(t) is continuous at t0 and nonzero there, so it is nonzero nearby. For such t the minimiser is c(t) = G(t)⁻¹A(t)ᵀb. By Cramer's rule, G⁻¹ is the adjugate of G divided by det G. Its entries are polynomials in the entries of A over a nonzero denominator, so c(t) has a derivative c' at t0.

**The slope.** Near t0 we have φ(t) = r(t) · r(t) with r(t) = b − A(t)c(t). The product rule gives r' = −(A'c + Ac'), and therefore

φ'(t0) = 2 r · r' = −2 r · (A'c) − 2 r · (Ac').

The last product is r · (Ac') = (Aᵀr) · c' = 0, which leaves the claim.

One can overuse the orthogonality and strike out r · (A'c) as well. But r is orthogonal to the columns of A, and A'c generally points out of their span; in the example r · (A'c) = 2/25. The cancellation also needs converged coefficients: with c = 1/2 at t = 2, the recipe returns 0 instead of −4/25.

### What the Lean theorem says

The main statement is `hasDerivAt_reducedMisfit`. The finite index types `m` and `n` label data points and coefficients. `residual A b c` is b − Ac, and `misfit` is its squared length, the usual sum of squared residuals with unit weights. `reducedMisfit` is the infimum of that sum over all coefficients; "reduced" means that the coefficients have been eliminated, not that the sum has been divided by the degrees of freedom, as in a reduced chi-squared.

The hypotheses are these:

- `hA`: each entry of A(t) has the corresponding entry of `A'` as its derivative at `t0`.
- `hrank`: c ↦ A(t0)c is injective, which is full column rank. Physically, no two different sets of strengths predict the same signal.
- `hc`: `c` minimises the misfit at `t0`. Nothing is assumed about minimisers at other t.

The conclusion is that the infimum, as a function of t, has derivative −2 r · (A'c) at `t0`.

The rank condition has a reason. `rank_loss_discontinuous` takes the 1 × 1 matrix (t) and the datum 1. For t ≠ 0 the fit is perfect and the minimum is 0; at t = 0 it is 1. So with no condition on the rank at all, even continuity can fail. This example has a rank that drops at the point itself, and it says nothing against a deficient rank that stays constant.

The data are real and fixed, the coefficients are unconstrained, and there is one parameter. Bounds such as non-negative strengths can spoil Aᵀr = 0 when the minimiser lies on a bound. No hypothesis says that the linear model describes a real measurement, or that plain squares are the right measure of misfit; they suit errors that are uncorrelated and of equal size.

Variable projection is the name of a fitting method that eliminates the linear coefficients and searches over the nonlinear parameters. The theorem supplies a slope for that search, and no statement about its convergence. It applies, for example, to an unweighted fit of a simulated correlation function by exponentials, with one decay rate varied and the amplitudes refitted, if the decay rates are distinct and there are at least as many distinct times as exponentials. Errors at different times are usually correlated there, so plain squares are a simplification. The cancellation is the one behind the Hellmann–Feynman theorem, here for a finite real least-squares problem instead of an energy.

```lean
import Mathlib

open Matrix Topology

namespace VariableProjection

noncomputable section

variable {m n : Type*} [Fintype m] [Fintype n] [DecidableEq n]

/-- The residual `b - A c` of a linear model with design matrix `A` and coefficients `c`. -/
def residual (A : Matrix m n ℝ) (b : m → ℝ) (c : n → ℝ) : m → ℝ := b - A *ᵥ c

/-- The squared Euclidean length of the residual. -/
def misfit (A : Matrix m n ℝ) (b : m → ℝ) (c : n → ℝ) : ℝ :=
  residual A b c ⬝ᵥ residual A b c

/-- The reduced misfit: the infimum of the misfit over all linear coefficients. -/
def reducedMisfit (A : Matrix m n ℝ) (b : m → ℝ) : ℝ := ⨅ c : n → ℝ, misfit A b c

/-- The coefficients `(AᵀA)⁻¹ Aᵀ b`, meant for `A` of full column rank. -/
def fitCoeff (A : Matrix m n ℝ) (b : m → ℝ) : n → ℝ := (Aᵀ * A)⁻¹ *ᵥ (Aᵀ *ᵥ b)

/-- If `A` has full column rank, its Gram matrix `AᵀA` is nonsingular. -/
theorem gram_det_ne_zero {A : Matrix m n ℝ} (hA : Function.Injective A.mulVec) :
    (Aᵀ * A).det ≠ 0 := by
  intro h
  obtain ⟨v, hv, hv0⟩ := Matrix.exists_mulVec_eq_zero_iff.2 h
  apply hv
  apply hA
  show A *ᵥ v = A *ᵥ 0
  rw [Matrix.mulVec_zero]
  apply dotProduct_self_eq_zero.1
  rw [Matrix.dotProduct_mulVec, ← Matrix.mulVec_transpose, Matrix.mulVec_mulVec, hv0,
    zero_dotProduct]

/-- Normal equations: if `AᵀA` is nonsingular, the residual of the fitted coefficients is
orthogonal to every column of `A`. -/
theorem normal_equations {A : Matrix m n ℝ} (hG : (Aᵀ * A).det ≠ 0) (b : m → ℝ) :
    Aᵀ *ᵥ residual A b (fitCoeff A b) = 0 := by
  unfold residual fitCoeff
  rw [Matrix.mulVec_sub, Matrix.mulVec_mulVec ((Aᵀ * A)⁻¹ *ᵥ (Aᵀ *ᵥ b)) Aᵀ A,
    Matrix.mulVec_mulVec (Aᵀ *ᵥ b) (Aᵀ * A) _,
    Matrix.mul_nonsing_inv _ (isUnit_iff_ne_zero.2 hG), Matrix.one_mulVec, sub_self]

omit [DecidableEq n] in
/-- If the residual of `c` is orthogonal to the columns of `A`, any other coefficients `d` raise
the misfit by the squared length of `A (d - c)`. -/
theorem misfit_pythagoras {A : Matrix m n ℝ} {b : m → ℝ} {c : n → ℝ}
    (h : Aᵀ *ᵥ residual A b c = 0) (d : n → ℝ) :
    misfit A b d = misfit A b c + (A *ᵥ (d - c)) ⬝ᵥ (A *ᵥ (d - c)) := by
  have h0 : residual A b c ⬝ᵥ (A *ᵥ (d - c)) = 0 := by
    rw [Matrix.dotProduct_mulVec, ← Matrix.mulVec_transpose, h, zero_dotProduct]
  have h1 : residual A b d = residual A b c - A *ᵥ (d - c) := by
    simp only [residual, Matrix.mulVec_sub]
    abel
  unfold misfit
  rw [h1, sub_dotProduct, dotProduct_sub, dotProduct_sub,
    dotProduct_comm (A *ᵥ (d - c)) (residual A b c), h0]
  ring

omit [DecidableEq n] in
/-- Coefficients whose residual is orthogonal to the columns of `A` attain the reduced misfit. -/
theorem reducedMisfit_eq {A : Matrix m n ℝ} {b : m → ℝ} {c : n → ℝ}
    (h : Aᵀ *ᵥ residual A b c = 0) : reducedMisfit A b = misfit A b c := by
  apply le_antisymm
  · refine ciInf_le ⟨0, ?_⟩ c
    rintro _ ⟨d, rfl⟩
    exact Finset.sum_nonneg fun i _ => mul_self_nonneg _
  · refine le_ciInf fun d => ?_
    rw [misfit_pythagoras h d]
    exact le_add_of_nonneg_right (Finset.sum_nonneg fun i _ => mul_self_nonneg _)

/-- For `A` of full column rank, every minimiser of the misfit equals `(AᵀA)⁻¹ Aᵀ b`. -/
theorem minimiser_eq_fitCoeff {A : Matrix m n ℝ} (hA : Function.Injective A.mulVec)
    {b : m → ℝ} {c : n → ℝ} (hc : ∀ d, misfit A b c ≤ misfit A b d) : c = fitCoeff A b := by
  have hp := misfit_pythagoras (normal_equations (gram_det_ne_zero hA) b) c
  have hle := hc (fitCoeff A b)
  have hz : (A *ᵥ (c - fitCoeff A b)) ⬝ᵥ (A *ᵥ (c - fitCoeff A b)) = 0 :=
    le_antisymm (by linarith) (Finset.sum_nonneg fun i _ => mul_self_nonneg _)
  apply sub_eq_zero.1
  apply hA
  show A *ᵥ (c - fitCoeff A b) = A *ᵥ 0
  rw [Matrix.mulVec_zero]
  exact dotProduct_self_eq_zero.1 hz

/-- The fitted coefficients are differentiable at `t0` if the entries of `A(t)` are and the Gram
matrix at `t0` is nonsingular. -/
theorem differentiableAt_fitCoeff {A : ℝ → Matrix m n ℝ} {t0 : ℝ}
    (hA : ∀ i j, DifferentiableAt ℝ (fun t => A t i j) t0)
    (hG : ((A t0)ᵀ * A t0).det ≠ 0) (b : m → ℝ) (j : n) :
    DifferentiableAt ℝ (fun t => fitCoeff (A t) b j) t0 := by
  -- a determinant is a polynomial in the entries
  have hdet : ∀ M : ℝ → Matrix n n ℝ, (∀ i j, DifferentiableAt ℝ (fun t => M t i j) t0) →
      DifferentiableAt ℝ (fun t => (M t).det) t0 := by
    intro M h
    simp only [Matrix.det_apply']
    refine DifferentiableAt.fun_sum fun σ _ => DifferentiableAt.const_mul ?_ _
    induction (Finset.univ : Finset n) using Finset.induction_on with
    | empty => simp
    | insert a s ha ih =>
      simp only [Finset.prod_insert ha]
      exact (h (σ a) a).mul ih
  have hGd : ∀ i j, DifferentiableAt ℝ (fun t => ((A t)ᵀ * A t) i j) t0 := by
    intro i j
    simp only [Matrix.mul_apply, Matrix.transpose_apply]
    exact DifferentiableAt.fun_sum fun k _ => (hA k i).mul (hA k j)
  have hadj : ∀ i j, DifferentiableAt ℝ (fun t => ((A t)ᵀ * A t).adjugate i j) t0 := by
    intro i j
    simp only [Matrix.adjugate_apply]
    refine hdet (fun t => ((A t)ᵀ * A t).updateRow j (Pi.single i 1)) fun k l => ?_
    by_cases hk : k = j
    · subst hk
      simp only [Matrix.updateRow_self]
      exact differentiableAt_const _
    · simp only [Matrix.updateRow_ne hk]
      exact hGd k l
  -- Cramer's rule for the inverse Gram matrix
  simp only [fitCoeff, Matrix.inv_def, Ring.inverse_eq_inv', Matrix.mulVec, dotProduct,
    Matrix.smul_apply, smul_eq_mul, Matrix.transpose_apply]
  exact DifferentiableAt.fun_sum fun k _ => (((hdet _ hGd).inv hG).mul (hadj j k)).mul
    (DifferentiableAt.fun_sum fun i _ => (hA i k).mul_const (b i))

omit [DecidableEq n] in
/-- Derivative of the misfit when the design matrix and the coefficients both move. -/
theorem hasDerivAt_misfit {A : ℝ → Matrix m n ℝ} {A' : Matrix m n ℝ} {c : ℝ → n → ℝ}
    {c' : n → ℝ} {t0 : ℝ} (hA : ∀ i j, HasDerivAt (fun t => A t i j) (A' i j) t0)
    (hc : ∀ j, HasDerivAt (fun t => c t j) (c' j) t0) (b : m → ℝ) :
    HasDerivAt (fun t => misfit (A t) b (c t))
      (-2 * (residual (A t0) b (c t0) ⬝ᵥ (A' *ᵥ c t0 + A t0 *ᵥ c'))) t0 := by
  have hr : ∀ i, HasDerivAt (fun t => residual (A t) b (c t) i)
      (-((A' *ᵥ c t0 + A t0 *ᵥ c') i)) t0 := by
    intro i
    have h : HasDerivAt (fun t => ∑ j, A t i j * c t j)
        (∑ j, (A' i j * c t0 j + A t0 i j * c' j)) t0 :=
      HasDerivAt.fun_sum fun j _ => (hA i j).mul (hc j)
    refine (h.const_sub (b i)).congr_deriv ?_
    simp only [Pi.add_apply, Matrix.mulVec, dotProduct, Finset.sum_add_distrib]
  have h := HasDerivAt.fun_sum (u := Finset.univ) fun i _ => (hr i).mul (hr i)
  refine h.congr_deriv ?_
  simp only [dotProduct, Finset.mul_sum]
  exact Finset.sum_congr rfl fun i _ => by ring

/-- If `A(t)` has the entrywise derivative `A'` at `t0`, `A(t0)` has full column rank, and `c`
minimises the misfit at `t0`, the reduced misfit has derivative `-2 r · (A' c)` there, with
`r = b - A(t0) c`. -/
theorem hasDerivAt_reducedMisfit {A : ℝ → Matrix m n ℝ} {A' : Matrix m n ℝ} {t0 : ℝ}
    (hA : ∀ i j, HasDerivAt (fun t => A t i j) (A' i j) t0)
    (hrank : Function.Injective (A t0).mulVec) {b : m → ℝ} {c : n → ℝ}
    (hc : ∀ d, misfit (A t0) b c ≤ misfit (A t0) b d) :
    HasDerivAt (fun t => reducedMisfit (A t) b)
      (-2 * (residual (A t0) b c ⬝ᵥ (A' *ᵥ c))) t0 := by
  have hG := gram_det_ne_zero hrank
  -- full column rank persists near t0
  have hAc : ContinuousAt A t0 :=
    continuousAt_pi.2 fun i => continuousAt_pi.2 fun j => (hA i j).continuousAt
  have hdetc : Continuous fun M : Matrix m n ℝ => (Mᵀ * M).det :=
    (continuous_id.matrix_transpose.matrix_mul continuous_id).matrix_det
  have hev : ∀ᶠ t in 𝓝 t0, ((A t)ᵀ * A t).det ≠ 0 :=
    hAc.tendsto.eventually (hdetc.continuousAt.eventually_ne hG)
  have hex : ∀ j, ∃ d, HasDerivAt (fun t => fitCoeff (A t) b j) d t0 := fun j =>
    ⟨_, (differentiableAt_fitCoeff (fun i j => (hA i j).differentiableAt) hG b j).hasDerivAt⟩
  choose c' hc' using hex
  have hmain := hasDerivAt_misfit (c := fun t => fitCoeff (A t) b) hA hc' b
  -- the change in the fit due to the coefficients is orthogonal to the residual
  have h0 : residual (A t0) b (fitCoeff (A t0) b) ⬝ᵥ (A t0 *ᵥ c') = 0 := by
    rw [Matrix.dotProduct_mulVec, ← Matrix.mulVec_transpose, normal_equations hG b,
      zero_dotProduct]
  rw [minimiser_eq_fitCoeff hrank hc]
  refine (hmain.congr_deriv ?_).congr_of_eventuallyEq
    (hev.mono fun t ht => reducedMisfit_eq (normal_equations ht b))
  simp only [dotProduct_add, h0, add_zero]

/-- For the one-by-one design matrix `(t)` and the datum `1`, the reduced misfit is discontinuous
at `t = 0`. -/
theorem rank_loss_discontinuous :
    ¬ ContinuousAt (fun t : ℝ => reducedMisfit !![t] ![1]) 0 := by
  intro h
  have h1 : reducedMisfit !![(0 : ℝ)] ![1] = 1 := by
    rw [reducedMisfit_eq (c := 0)
      (by ext i; fin_cases i; simp [residual, Matrix.mulVec, dotProduct])]
    simp [misfit, residual, dotProduct]
  have h2 : ∀ t : ℝ, t ≠ 0 → reducedMisfit !![t] ![1] = 0 := by
    intro t ht
    rw [reducedMisfit_eq (c := ![t⁻¹])
      (by ext i; fin_cases i; simp [residual, Matrix.mulVec, dotProduct, ht])]
    simp [misfit, residual, dotProduct, ht]
  have h3 := h.tendsto.mono_left (nhdsWithin_le_nhds (s := {(0 : ℝ)}ᶜ))
  have h4 : Filter.Tendsto (fun t : ℝ => reducedMisfit !![t] ![1]) (𝓝[≠] 0) (𝓝 0) :=
    tendsto_const_nhds.congr' (eventually_nhdsWithin_of_forall fun t ht => (h2 t ht).symm)
  have h5 := tendsto_nhds_unique h3 h4
  rw [h1] at h5
  exact one_ne_zero h5

end

end VariableProjection
```

```lean
#print axioms VariableProjection.minimiser_eq_fitCoeff
#print axioms VariableProjection.hasDerivAt_reducedMisfit
#print axioms VariableProjection.rank_loss_discontinuous
```

```
'VariableProjection.minimiser_eq_fitCoeff' depends on axioms: [propext, Classical.choice, Quot.sound]
'VariableProjection.hasDerivAt_reducedMisfit' depends on axioms: [propext, Classical.choice, Quot.sound]
'VariableProjection.rank_loss_discontinuous' depends on axioms: [propext, Classical.choice, Quot.sound]
```

### From the normal equations to the derivative in Lean

`gram_det_ne_zero` argues by contradiction: a vanishing determinant yields a nonzero `v` with AᵀAv = 0, and the squared length of Av is then zero. `normal_equations` is the cancellation GG⁻¹ = 1. `misfit_pythagoras` expands the square, with `h0` as the vanishing cross term.

`reducedMisfit_eq` turns this into a statement about the infimum by two inequalities. The infimum is at most the value at `c`, since the misfits are bounded below by 0, and at least that value, since every other misfit exceeds it by a square. `minimiser_eq_fitCoeff` gives uniqueness, so the theorem can speak of any minimiser while the proof works with the explicit formula `fitCoeff`.

`differentiableAt_fitCoeff` carries out Cramer's rule. It first shows that a determinant of differentiable entries is differentiable, by induction over the factors of each product. It then applies this to the Gram matrix and to its adjugate, whose entries are themselves determinants.

`hasDerivAt_misfit` is the product rule with matrix and coefficients both moving, before anything cancels. It holds for any differentiable coefficients, fitted or not.

The main proof joins these. `hev` records that the Gram determinant stays nonzero near `t0`, and `choose` collects the coefficient derivatives into one vector `c'`. Then `h0` is r · (Ac') = 0. Finally, `congr_of_eventuallyEq` passes from the misfit of the fitted coefficients to the infimum, since the two agree near `t0`.

For the discontinuity, `h1` and `h2` compute the two values by exhibiting coefficients that satisfy the normal equations. Continuity would force the limit 0 to equal the value 1.
